# Multiplying Bloch amplitudes by \(e^{ik\tau_a}\) subtracts \(\sum_a\tau_a|u_a|^2\) from the Berry connection

Before comparing Berry connections from two tight-binding calculations, one checks whether their Bloch sums carry phases \(e^{ikR}\) or \(e^{ik(R+\tau_a)}\), where \(R\) is a lattice vector and \(\tau_a\) the position of orbital \(a\) in the cell. If \(u_a(k)\) are the amplitudes in the second convention, those in the first are \(v_a(k)=e^{ik\tau_a}u_a(k)\). For finitely many orthonormal orbitals and non-interacting states, the conversion is explicit.

## The shift by hand

Let \(\langle x,y\rangle=\sum_a\overline{x_a}y_a\) and \(A(u)=i\langle u,u'\rangle\), with \(u\) differentiable at \(k\). The product rule gives

\[
v_a'=e^{ik\tau_a}(i\tau_a u_a+u_a'),\qquad
\overline{v_a}v_a'=\overline{u_a}u_a'+i\tau_a|u_a|^2 .
\]

Multiplying by \(i\) and summing,

\[
A(v)=A(u)-\sum_a\tau_a|u_a|^2 .
\]

For general phases \(\theta_a(k)\), \(\theta_a'\) replaces \(\tau_a\). A gauge phase has one \(\theta\) for all orbitals, so a normalised state shifts by \(-\theta'\).

Suppose \(v=c\,u\) near \(k\) for a scalar function \(c\), with \(u\) continuous at \(k\) and \(u_a(k),u_b(k)\ne0\). Both amplitudes stay nonzero nearby, so \(e^{is\tau_a}=c(s)=e^{is\tau_b}\) there. Differentiating at \(k\) gives \(\tau_a=\tau_b\). Conversely, call an orbital occupied at \(k\) if its amplitude there is nonzero. If orbitals occupied at the same \(k\) always share a position, take \(\theta(k)=k\tau_b\) for any occupied \(b\), or zero if none is occupied.

## Curvature with two momenta

Let \(\Omega(u)=i(\langle\partial_1u,\partial_2u\rangle-\langle\partial_2u,\partial_1u\rangle)\), and let the phases have gradient \((\alpha_a,\beta_a)\) at the point. Write \(p=\partial_1u\), \(q=\partial_2u\). The common phases cancel, and orbital \(a\) contributes

\[
\begin{aligned}
&\overline{(i\alpha_a u_a+p_a)}(i\beta_a u_a+q_a)-\overline{(i\beta_a u_a+q_a)}(i\alpha_a u_a+p_a)\\
&\quad=\overline{p_a}q_a-\overline{q_a}p_a+2i\beta_a\operatorname{Re}(\overline{u_a}p_a)-2i\alpha_a\operatorname{Re}(\overline{u_a}q_a).
\end{aligned}
\]

Since \(\partial_1|u_a|^2=2\operatorname{Re}(\overline{u_a}p_a)\), and likewise for \(\partial_2\) with \(q_a\), multiplication by \(i\) gives the shift

\[
-\Bigl(\partial_1\sum_a\beta_a|u_a|^2-\partial_2\sum_a\alpha_a|u_a|^2\Bigr),
\]

with \(\alpha,\beta\) held fixed. It vanishes for a gauge phase on normalised states. If orbital \(a\) has position \((\tau_{1,a},\tau_{2,a})\), position phases have \(\alpha_a=\tau_{1,a}\) and \(\beta_a=\tau_{2,a}\).

The band \((\cos k_1,\sin k_1)\) has \(\partial_2u=0\), hence \(\Omega=0\). Its weights are \(\cos^2k_1\) and \(\sin^2k_1\), so after rephasing \(\Omega=(\tau_{2,0}-\tau_{2,1})\sin2k_1\), with the orbitals numbered 0 and 1. This is a local example, not in general a band over a whole Brillouin zone: there \(v(k+G)\) must equal \(v(k)\) up to a phase for every reciprocal lattice vector \(G\), which for this \(u\) happens only if the two positions differ by a lattice vector.

## States, phases and brackets in Lean

The finite type `n` labels orbitals, and a state is a function from momentum to `n → ℂ`.

```lean
import Mathlib

open Complex Filter Topology
open scoped ComplexConjugate

namespace OrbitalPositionBerry

noncomputable section

variable {n : Type*} [Fintype n]
```

The bracket is conjugate-linear in its first argument and treats the orbitals as orthonormal.

```lean
/-- The bracket `⟨x|y⟩ = Σ_a conj(x_a) y_a` of two orbital-coefficient vectors. -/
def braket (x y : n → ℂ) : ℂ := ∑ a, conj (x a) * y a

/-- The occupation-weighted sum `Σ_a τ_a |x_a|²` of a real orbital quantity `τ`. -/
def diagExpect (τ : n → ℝ) (x : n → ℂ) : ℝ := ∑ a, τ a * ‖x a‖ ^ 2

/-- The Berry connection `A(k) = i ⟨u(k)|u'(k)⟩`. -/
def connection (u : ℝ → n → ℂ) (k : ℝ) : ℂ := I * braket (u k) (deriv u k)
```

General, position and gauge phases are separate definitions; all use the sign \(e^{+i\theta}\).

```lean
/-- Orbital-dependent rephasing `v_a(k) = exp(i θ_a(k)) u_a(k)`. -/
def rephase (θ : ℝ → n → ℝ) (u : ℝ → n → ℂ) : ℝ → n → ℂ :=
  fun k a => exp (I * (θ k a : ℂ)) * u k a

/-- The rephasing `v_a(k) = exp(i k τ_a) u_a(k)` by orbital positions `τ_a`. -/
def orbitalBasis (τ : n → ℝ) (u : ℝ → n → ℂ) : ℝ → n → ℂ :=
  fun k a => exp (I * ((k * τ a : ℝ) : ℂ)) * u k a

/-- A gauge phase `v(k) = exp(i θ(k)) u(k)`, the same for all orbitals. -/
def gaugePhase (θ : ℝ → ℝ) (u : ℝ → n → ℂ) : ℝ → n → ℂ :=
  fun k a => exp (I * (θ k : ℂ)) * u k a
```

The two-momentum versions differentiate along coordinate lines.

```lean
/-- The Berry curvature `Ω = i (⟨∂₁u|∂₂u⟩ - ⟨∂₂u|∂₁u⟩)` of a state depending on two momenta. -/
def curvature (u : ℝ → ℝ → n → ℂ) (k₁ k₂ : ℝ) : ℂ :=
  I * (braket (deriv (fun s => u s k₂) k₁) (deriv (fun s => u k₁ s) k₂)
    - braket (deriv (fun s => u k₁ s) k₂) (deriv (fun s => u s k₂) k₁))

/-- Orbital-dependent rephasing for two momenta. -/
def rephase₂ (θ : ℝ → ℝ → n → ℝ) (u : ℝ → ℝ → n → ℂ) : ℝ → ℝ → n → ℂ :=
  fun k₁ k₂ a => exp (I * (θ k₁ k₂ a : ℂ)) * u k₁ k₂ a

/-- The rephasing `v_a(k) = exp(i k·τ_a) u_a(k)` in two dimensions, with
orbital positions `τ_a = (τ₁ a, τ₂ a)`. -/
def orbitalBasis₂ (τ₁ τ₂ : n → ℝ) (u : ℝ → ℝ → n → ℂ) : ℝ → ℝ → n → ℂ :=
  fun k₁ k₂ a => exp (I * ((k₁ * τ₁ a + k₂ * τ₂ a : ℝ) : ℂ)) * u k₁ k₂ a

/-- A gauge phase for two momenta, the same for all orbitals. -/
def gaugePhase₂ (θ : ℝ → ℝ → ℝ) (u : ℝ → ℝ → n → ℂ) : ℝ → ℝ → n → ℂ :=
  fun k₁ k₂ a => exp (I * (θ k₁ k₂ : ℂ)) * u k₁ k₂ a

/-- The real two-orbital band `u(k₁, k₂) = (cos k₁, sin k₁)`. -/
def band (k₁ _k₂ : ℝ) : Fin 2 → ℂ := ![((Real.cos k₁ : ℝ) : ℂ), ((Real.sin k₁ : ℝ) : ℂ)]
```

No Hamiltonian, Brillouin-zone periodicity or integral enters: `u` is any family with the stated regularity. The amplitudes could also be modelled in `EuclideanSpace ℂ n`, with its inner product replacing `braket`; the formulas would stay the same, and the vector norm would become the quantum-mechanical one.

## The connection formula

First come the cancellation of common phases and the product rule.

```lean
/-- Multiplying both vectors by the same orbital phases leaves the bracket unchanged. -/
theorem braket_phase (φ : n → ℝ) (x y : n → ℂ) :
    braket (fun a => exp (I * (φ a : ℂ)) * x a) (fun a => exp (I * (φ a : ℂ)) * y a)
      = braket x y := by
  unfold braket
  refine Finset.sum_congr rfl fun a _ => ?_
  have h0 : conj (I * (φ a : ℂ)) + I * (φ a : ℂ) = 0 := by simp [Complex.conj_ofReal]
  have h : conj (exp (I * (φ a : ℂ))) * exp (I * (φ a : ℂ)) = 1 := by
    rw [← Complex.exp_conj, ← Complex.exp_add, h0, Complex.exp_zero]
  show conj (exp (I * (φ a : ℂ)) * x a) * (exp (I * (φ a : ℂ)) * y a) = conj (x a) * y a
  rw [map_mul]
  linear_combination (conj (x a) * y a) * h

/-- The rephased state has derivative `v_a' = exp(i θ_a) (i θ_a' u_a + u_a')`. -/
theorem hasDerivAt_rephase {m : Type*} {θ : ℝ → m → ℝ} {θ' : m → ℝ} {u : ℝ → m → ℂ}
    {u' : m → ℂ} {k : ℝ}
    (hθ : ∀ a, HasDerivAt (fun s => θ s a) (θ' a) k) (hu : HasDerivAt u u' k) :
    HasDerivAt (rephase θ u)
      (fun a => exp (I * (θ k a : ℂ)) * (I * (θ' a : ℂ) * u k a + u' a)) k := by
  have hu' := hasDerivAt_pi.1 hu
  refine hasDerivAt_pi.2 fun a => ?_
  show HasDerivAt (fun s => exp (I * (θ s a : ℂ)) * u s a)
    (exp (I * (θ k a : ℂ)) * (I * (θ' a : ℂ) * u k a + u' a)) k
  have h1 : HasDerivAt (fun s => ((θ s a : ℝ) : ℂ)) (θ' a : ℂ) k := (hθ a).ofReal_comp
  -- product rule for phase times amplitude
  have h2 := ((h1.const_mul I).cexp).fun_mul (hu' a)
  refine h2.congr_deriv ?_
  ring
```

`connection_rephase` inserts the derivative, removes the phases with `braket_phase`, and compares the sums orbital by orbital using \(i^2=-1\).

```lean
/-- Under orbital-dependent phases the Berry connection shifts by `- Σ_a θ_a' |u_a|²`. -/
theorem connection_rephase {θ : ℝ → n → ℝ} {θ' : n → ℝ} {u : ℝ → n → ℂ} {k : ℝ}
    (hθ : ∀ a, HasDerivAt (fun s => θ s a) (θ' a) k) (hu : DifferentiableAt ℝ u k) :
    connection (rephase θ u) k = connection u k - (diagExpect θ' (u k) : ℂ) := by
  have hd := (hasDerivAt_rephase hθ hu.hasDerivAt).deriv
  have hb : braket (rephase θ u k)
      (fun a => exp (I * (θ k a : ℂ)) * (I * (θ' a : ℂ) * u k a + deriv u k a))
      = braket (u k) (fun a => I * (θ' a : ℂ) * u k a + deriv u k a) :=
    braket_phase (θ k) (u k) (fun a => I * (θ' a : ℂ) * u k a + deriv u k a)
  unfold connection
  rw [hd, hb]
  simp only [braket, diagExpect, Finset.mul_sum, Complex.ofReal_sum, Complex.ofReal_mul,
    Complex.ofReal_pow]
  rw [← Finset.sum_sub_distrib]
  refine Finset.sum_congr rfl fun a _ => ?_
  have h : conj (u k a) * u k a = ((‖u k a‖ : ℝ) : ℂ) ^ 2 := by
    rw [mul_comm, Complex.mul_conj, Complex.normSq_eq_norm_sq, Complex.ofReal_pow]
  -- i · i θ' |u|² = - θ' |u|²
  linear_combination ((θ' a : ℂ) * conj (u k a) * u k a) * Complex.I_mul_I - (θ' a : ℂ) * h
```

The position formula is the case \(\theta_a=k\tau_a\). It needs differentiability at `k`, but no normalisation.

```lean
/-- For `v_a(k) = exp(i k τ_a) u_a(k)` one has `i⟨v|v'⟩ = i⟨u|u'⟩ - Σ_a τ_a |u_a(k)|²`. -/
theorem connection_orbital (τ : n → ℝ) {u : ℝ → n → ℂ} {k : ℝ} (hu : DifferentiableAt ℝ u k) :
    connection (orbitalBasis τ u) k
      = connection u k - ((∑ a, τ a * ‖u k a‖ ^ 2 : ℝ) : ℂ) :=
  connection_rephase (θ := fun s a => s * τ a) (θ' := τ)
    (fun a => ((hasDerivAt_id' k).mul_const (τ a)).congr_deriv (one_mul _)) hu
```

The gauge formula does need `hnorm`: for one orbital with constant \(u=2\) and \(\theta(k)=k\), the shift is \(-4\), whereas \(-\theta'=-1\).

```lean
/-- A gauge phase `exp(i θ(k))` on a state normalised at `k` shifts the Berry connection
by `- θ'(k)`. -/
theorem connection_gauge {θ : ℝ → ℝ} {θ' : ℝ} {u : ℝ → n → ℂ} {k : ℝ}
    (hθ : HasDerivAt θ θ' k) (hu : DifferentiableAt ℝ u k) (hnorm : ∑ a, ‖u k a‖ ^ 2 = 1) :
    connection (gaugePhase θ u) k = connection u k - (θ' : ℂ) := by
  have h := connection_rephase (θ := fun s (_ : n) => θ s) (θ' := fun _ : n => θ')
    (fun _ => hθ) hu
  have e : diagExpect (fun _ : n => θ') (u k) = θ' := by
    simp only [diagExpect]
    rw [← Finset.mul_sum, hnorm, mul_one]
  rw [e] at h
  exact h
```

## When position phases form a gauge phase

`orbital_not_gauge` excludes any complex scalar function near `k`, even a discontinuous one. Its proof cancels the nonzero amplitudes and uses uniqueness of the derivative.

```lean
/-- If `u` is continuous at `k` and two orbitals occupied at `k` sit at different positions,
there is no scalar function `c`
with `exp(i s τ_d) u_d(s) = c(s) u_d(s)` for all orbitals `d` and all `s` near `k`. -/
theorem orbital_not_gauge {m : Type*} {τ : m → ℝ} {u : ℝ → m → ℂ} {k : ℝ} {a b : m}
    (hu : ContinuousAt u k) (ha : u k a ≠ 0) (hb : u k b ≠ 0) (hτ : τ a ≠ τ b) :
    ¬ ∃ c : ℝ → ℂ, ∀ᶠ s in 𝓝 k, ∀ d, orbitalBasis τ u s d = c s * u s d := by
  rintro ⟨c, hc⟩
  have hua : ∀ᶠ s in 𝓝 k, u s a ≠ 0 := (continuousAt_pi.1 hu a).eventually_ne ha
  have hub : ∀ᶠ s in 𝓝 k, u s b ≠ 0 := (continuousAt_pi.1 hu b).eventually_ne hb
  -- both orbital phases equal c near k
  have heq : (fun s : ℝ => exp (I * ((s * τ a : ℝ) : ℂ)))
      =ᶠ[𝓝 k] fun s : ℝ => exp (I * ((s * τ b : ℝ) : ℂ)) := by
    filter_upwards [hc, hua, hub] with s hs h1 h2
    have e1 : exp (I * ((s * τ a : ℝ) : ℂ)) * u s a = c s * u s a := hs a
    have e2 : exp (I * ((s * τ b : ℝ) : ℂ)) * u s b = c s * u s b := hs b
    exact (mul_right_cancel₀ h1 e1).trans (mul_right_cancel₀ h2 e2).symm
  have hd : ∀ t : ℝ, HasDerivAt (fun s : ℝ => exp (I * ((s * t : ℝ) : ℂ)))
      (exp (I * ((k * t : ℝ) : ℂ)) * (I * (t : ℂ))) k := by
    intro t
    have h1 : HasDerivAt (fun s : ℝ => s * t) t k :=
      ((hasDerivAt_id' k).mul_const t).congr_deriv (one_mul _)
    exact (h1.ofReal_comp.const_mul I).cexp
  -- differentiating the equality of the phases gives equal positions
  have h1 : exp (I * ((k * τ a : ℝ) : ℂ)) * (I * (τ a : ℂ))
      = exp (I * ((k * τ b : ℝ) : ℂ)) * (I * (τ b : ℂ)) :=
    (hd (τ a)).unique ((hd (τ b)).congr_of_eventuallyEq heq)
  have h0 : exp (I * ((k * τ a : ℝ) : ℂ)) = exp (I * ((k * τ b : ℝ) : ℂ)) := heq.eq_of_nhds
  rw [h0] at h1
  have h2 : (τ a : ℂ) = (τ b : ℂ) :=
    mul_left_cancel₀ Complex.I_ne_zero (mul_left_cancel₀ (Complex.exp_ne_zero _) h1)
  exact hτ (by exact_mod_cast h2)
```

The equivalence assumes `u` continuous everywhere. Its reverse direction chooses a phase at each momentum, with no continuity of `θ` claimed.

```lean
/-- For a continuous state, the rephasing `orbitalBasis τ` acts as a gauge phase exactly when any
two orbitals occupied at the same momentum have the same position. -/
theorem orbital_gauge_iff {m : Type*} (τ : m → ℝ) {u : ℝ → m → ℂ} (hu : Continuous u) :
    (∃ θ : ℝ → ℝ, orbitalBasis τ u = gaugePhase θ u)
      ↔ ∀ k a b, u k a ≠ 0 → u k b ≠ 0 → τ a = τ b := by
  constructor
  · rintro ⟨θ, hθ⟩ k a b ha hb
    by_contra hne
    exact orbital_not_gauge hu.continuousAt ha hb hne
      ⟨fun s => exp (I * (θ s : ℂ)),
        Eventually.of_forall fun s d => congrFun (congrFun hθ s) d⟩
  · intro h
    -- at each k take the phase of any occupied orbital
    have key : ∀ k : ℝ, ∃ φ : ℝ, ∀ a,
        exp (I * ((k * τ a : ℝ) : ℂ)) * u k a = exp (I * (φ : ℂ)) * u k a := by
      intro k
      by_cases hk : ∃ b, u k b ≠ 0
      · obtain ⟨b, hb⟩ := hk
        refine ⟨k * τ b, fun a => ?_⟩
        by_cases ha : u k a = 0
        · simp [ha]
        · rw [h k a b ha hb]
      · refine ⟨0, fun a => ?_⟩
        have ha : u k a = 0 := by
          by_contra ha
          exact hk ⟨a, ha⟩
        simp [ha]
    choose θ hθ using key
    exact ⟨θ, funext fun k => funext fun a => hθ k a⟩
```

## The curvature shift and an explicit band

The derivative of the weights comes from \(|u_a|^2=(\operatorname{Re}u_a)^2+(\operatorname{Im}u_a)^2\).

```lean
/-- The weighted sum `Σ_a τ_a |u_a|²` has derivative `Σ_a τ_a · 2 Re(conj(u_a) u_a')`. -/
theorem hasDerivAt_diagExpect (τ : n → ℝ) {u : ℝ → n → ℂ} {u' : n → ℂ} {k : ℝ}
    (hu : HasDerivAt u u' k) :
    HasDerivAt (fun s => diagExpect τ (u s))
      (∑ a, τ a * (2 * (conj (u k a) * u' a).re)) k := by
  have hw : ∀ a, HasDerivAt (fun s => ‖u s a‖ ^ 2) (2 * (conj (u k a) * u' a).re) k := by
    intro a
    have h := hasDerivAt_pi.1 hu a
    have hr : HasDerivAt (fun s => (u s a).re) (u' a).re k := by
      have h' := Complex.reCLM.hasFDerivAt.comp_hasDerivAt k h
      exact h'
    have hi : HasDerivAt (fun s => (u s a).im) (u' a).im k := by
      have h' := Complex.imCLM.hasFDerivAt.comp_hasDerivAt k h
      exact h'
    have h2 := (hr.fun_mul hr).fun_add (hi.fun_mul hi)
    have e : (fun s => ‖u s a‖ ^ 2)
        = fun s => (u s a).re * (u s a).re + (u s a).im * (u s a).im := by
      funext s
      rw [Complex.sq_norm, Complex.normSq_apply]
    rw [e]
    refine h2.congr_deriv ?_
    simp only [Complex.mul_re, Complex.conj_re, Complex.conj_im]
    ring
  unfold diagExpect
  exact HasDerivAt.fun_sum fun a _ => (hw a).const_mul (τ a)
```

`curvature_rephase` substitutes both rephased derivatives, then checks the orbital identity in real and imaginary parts.

```lean
/-- For orbital phases with gradient `(α_a, β_a)` at `k`, the Berry curvature shifts by
`-(∂₁ Σ_a β_a |u_a|² - ∂₂ Σ_a α_a |u_a|²)`, with `α` and `β` held fixed. -/
theorem curvature_rephase {θ : ℝ → ℝ → n → ℝ} {α β : n → ℝ} {u : ℝ → ℝ → n → ℂ} {k₁ k₂ : ℝ}
    (hθ₁ : ∀ a, HasDerivAt (fun s => θ s k₂ a) (α a) k₁)
    (hθ₂ : ∀ a, HasDerivAt (fun s => θ k₁ s a) (β a) k₂)
    (hu₁ : DifferentiableAt ℝ (fun s => u s k₂) k₁)
    (hu₂ : DifferentiableAt ℝ (fun s => u k₁ s) k₂) :
    curvature (rephase₂ θ u) k₁ k₂ = curvature u k₁ k₂
      - ((deriv (fun s => diagExpect β (u s k₂)) k₁
          - deriv (fun s => diagExpect α (u k₁ s)) k₂ : ℝ) : ℂ) := by
  obtain ⟨p, hp⟩ : ∃ p, HasDerivAt (fun s => u s k₂) p k₁ := ⟨_, hu₁.hasDerivAt⟩
  obtain ⟨q, hq⟩ : ∃ q, HasDerivAt (fun s => u k₁ s) q k₂ := ⟨_, hu₂.hasDerivAt⟩
  have d1 : deriv (fun s => rephase₂ θ u s k₂) k₁
      = fun a => exp (I * (θ k₁ k₂ a : ℂ)) * (I * (α a : ℂ) * u k₁ k₂ a + p a) :=
    (hasDerivAt_rephase (θ := fun s => θ s k₂) hθ₁ hp).deriv
  have d2 : deriv (fun s => rephase₂ θ u k₁ s) k₂
      = fun a => exp (I * (θ k₁ k₂ a : ℂ)) * (I * (β a : ℂ) * u k₁ k₂ a + q a) :=
    (hasDerivAt_rephase (θ := fun s => θ k₁ s) hθ₂ hq).deriv
  have w1 : deriv (fun s => diagExpect β (u s k₂)) k₁
      = ∑ a, β a * (2 * (conj (u k₁ k₂ a) * p a).re) := (hasDerivAt_diagExpect β hp).deriv
  have w2 : deriv (fun s => diagExpect α (u k₁ s)) k₂
      = ∑ a, α a * (2 * (conj (u k₁ k₂ a) * q a).re) := (hasDerivAt_diagExpect α hq).deriv
  unfold curvature
  -- the phases drop out of both brackets
  rw [d1, d2, braket_phase (θ k₁ k₂), braket_phase (θ k₁ k₂), hp.deriv, hq.deriv, w1, w2]
  simp only [braket, Complex.ofReal_sub, Complex.ofReal_sum, ← Finset.sum_sub_distrib,
    Finset.mul_sum]
  refine Finset.sum_congr rfl fun a _ => ?_
  -- orbital by orbital: the terms α β |u|² cancel, the cross terms remain
  apply Complex.ext <;>
    simp only [Complex.mul_re, Complex.mul_im, Complex.add_re, Complex.add_im, Complex.sub_re,
      Complex.sub_im, Complex.conj_re, Complex.conj_im, Complex.I_re, Complex.I_im,
      Complex.ofReal_re, Complex.ofReal_im] <;>
    ring
```

With uniform phases, normalisation makes both weighted sums constant.

```lean
/-- For a phase and a state differentiable along both coordinate lines through the point, with
the state normalised at all momenta, the gauge phase leaves the Berry curvature unchanged. -/
theorem curvature_gauge {θ : ℝ → ℝ → ℝ} {u : ℝ → ℝ → n → ℂ} {k₁ k₂ : ℝ}
    (hθ₁ : DifferentiableAt ℝ (fun s => θ s k₂) k₁)
    (hθ₂ : DifferentiableAt ℝ (fun s => θ k₁ s) k₂)
    (hu₁ : DifferentiableAt ℝ (fun s => u s k₂) k₁)
    (hu₂ : DifferentiableAt ℝ (fun s => u k₁ s) k₂)
    (hnorm : ∀ s t, ∑ a, ‖u s t a‖ ^ 2 = 1) :
    curvature (gaugePhase₂ θ u) k₁ k₂ = curvature u k₁ k₂ := by
  obtain ⟨α, hα⟩ : ∃ α, HasDerivAt (fun s => θ s k₂) α k₁ := ⟨_, hθ₁.hasDerivAt⟩
  obtain ⟨β, hβ⟩ : ∃ β, HasDerivAt (fun s => θ k₁ s) β k₂ := ⟨_, hθ₂.hasDerivAt⟩
  have h := curvature_rephase (θ := fun s t (_ : n) => θ s t) (α := fun _ : n => α)
    (β := fun _ : n => β) (fun _ => hα) (fun _ => hβ) hu₁ hu₂
  -- a uniform weight gives a constant, by normalisation
  have e : ∀ c s t : ℝ, diagExpect (fun _ : n => c) (u s t) = c := by
    intro c s t
    simp only [diagExpect]
    rw [← Finset.mul_sum, hnorm, mul_one]
  have z : ∀ c k : ℝ, deriv (fun _ : ℝ => c) k = 0 := fun c k => (hasDerivAt_const k c).deriv
  simp only [e, z, sub_zero, Complex.ofReal_zero] at h
  exact h
```

For position phases, the shift is minus the curl of \(\sum_a\tau_a|u_a|^2\).

```lean
/-- The rephasing `orbitalBasis₂ τ₁ τ₂` shifts the Berry curvature by minus the curl of the
vector `Σ_a τ_a |u_a(k)|²`. -/
theorem curvature_orbital (τ₁ τ₂ : n → ℝ) {u : ℝ → ℝ → n → ℂ} {k₁ k₂ : ℝ}
    (hu₁ : DifferentiableAt ℝ (fun s => u s k₂) k₁)
    (hu₂ : DifferentiableAt ℝ (fun s => u k₁ s) k₂) :
    curvature (orbitalBasis₂ τ₁ τ₂ u) k₁ k₂ = curvature u k₁ k₂
      - ((deriv (fun s => diagExpect τ₂ (u s k₂)) k₁
          - deriv (fun s => diagExpect τ₁ (u k₁ s)) k₂ : ℝ) : ℂ) :=
  curvature_rephase (θ := fun s t a => s * τ₁ a + t * τ₂ a) (α := τ₁) (β := τ₂)
    (fun a => (((hasDerivAt_id' k₁).mul_const (τ₁ a)).add_const (k₂ * τ₂ a)).congr_deriv
      (one_mul _))
    (fun a => (((hasDerivAt_id' k₂).mul_const (τ₂ a)).const_add (k₁ * τ₁ a)).congr_deriv
      (one_mul _))
    hu₁ hu₂
```

The last theorem evaluates this curl for the two-orbital band, whose curvature changes whenever \(\tau_{2,0}\ne\tau_{2,1}\) and \(\sin2k_1\ne0\).

```lean
/-- The band `(cos k₁, sin k₁)` is normalised and has zero Berry curvature, while in the
rephased form `orbitalBasis₂ τ₁ τ₂ band` its curvature is `(τ₂,₀ - τ₂,₁) sin 2k₁`. -/
theorem curvature_band (τ₁ τ₂ : Fin 2 → ℝ) (k₁ k₂ : ℝ) :
    ∑ a, ‖band k₁ k₂ a‖ ^ 2 = 1 ∧ curvature band k₁ k₂ = 0 ∧
      curvature (orbitalBasis₂ τ₁ τ₂ band) k₁ k₂
        = (((τ₂ 0 - τ₂ 1) * Real.sin (2 * k₁) : ℝ) : ℂ) := by
  have b0 : band k₁ k₂ 0 = ((Real.cos k₁ : ℝ) : ℂ) := rfl
  have b1 : band k₁ k₂ 1 = ((Real.sin k₁ : ℝ) : ℂ) := rfl
  have hp : HasDerivAt (fun s => band s k₂)
      ![((-Real.sin k₁ : ℝ) : ℂ), ((Real.cos k₁ : ℝ) : ℂ)] k₁ := by
    refine hasDerivAt_pi.2 (Fin.forall_fin_two.2 ⟨?_, ?_⟩)
    · exact (Real.hasDerivAt_cos k₁).ofReal_comp
    · exact (Real.hasDerivAt_sin k₁).ofReal_comp
  -- the band does not depend on k₂
  have hq : HasDerivAt (fun s => band k₁ s) 0 k₂ := hasDerivAt_const k₂ (band k₁ 0)
  have hc : curvature band k₁ k₂ = 0 := by
    unfold curvature
    rw [hq.deriv]
    simp [braket]
  have d1 : deriv (fun s => diagExpect τ₂ (band s k₂)) k₁
      = (τ₂ 1 - τ₂ 0) * Real.sin (2 * k₁) := by
    rw [(hasDerivAt_diagExpect τ₂ hp).deriv, Fin.sum_univ_two, Real.sin_two_mul]
    show τ₂ 0 * (2 * (conj ((Real.cos k₁ : ℝ) : ℂ) * ((-Real.sin k₁ : ℝ) : ℂ)).re)
      + τ₂ 1 * (2 * (conj ((Real.sin k₁ : ℝ) : ℂ) * ((Real.cos k₁ : ℝ) : ℂ)).re) = _
    simp only [Complex.mul_re, Complex.conj_re, Complex.conj_im, Complex.ofReal_re,
      Complex.ofReal_im]
    ring
  have d2 : deriv (fun s => diagExpect τ₁ (band k₁ s)) k₂ = 0 := by
    rw [(hasDerivAt_diagExpect τ₁ hq).deriv]
    simp
  refine ⟨?_, hc, ?_⟩
  · simp only [Fin.sum_univ_two, b0, b1, Complex.norm_real, Real.norm_eq_abs, sq_abs]
    exact Real.cos_sq_add_sin_sq k₁
  · rw [curvature_orbital τ₁ τ₂ hp.differentiableAt hq.differentiableAt, hc, d1, d2]
    simp only [Complex.ofReal_sub, Complex.ofReal_mul, Complex.ofReal_zero]
    ring

end

end OrbitalPositionBerry
```

```lean
#print axioms OrbitalPositionBerry.connection_gauge
-- 'OrbitalPositionBerry.connection_gauge' depends on axioms: [propext, Classical.choice, Quot.sound]
#print axioms OrbitalPositionBerry.orbital_gauge_iff
-- 'OrbitalPositionBerry.orbital_gauge_iff' depends on axioms: [propext, Classical.choice, Quot.sound]
#print axioms OrbitalPositionBerry.curvature_gauge
-- 'OrbitalPositionBerry.curvature_gauge' depends on axioms: [propext, Classical.choice, Quot.sound]
#print axioms OrbitalPositionBerry.curvature_band
-- 'OrbitalPositionBerry.curvature_band' depends on axioms: [propext, Classical.choice, Quot.sound]
```
